# Many-body expansion of the permuted adaptive partitioning energy in QM/MM

The partition energies are taken as given: E is an arbitrary real function of the set of buffer groups treated at the high level, at one fixed geometry. Any permanent high-level region is absorbed into E, so E(∅) is the energy with every buffer group at the low level. No electronic-structure method or QM/MM coupling is specified. The smoothing values p_i are likewise independent real numbers, not functions of distance.

For a finite buffer, the adaptive energy is then a sum of many-body increments, each multiplied by the smoothing values of its groups. In adaptive QM/MM simulation, this shows how each set of buffer groups enters the energy for given partition energies.

Group labels come from an arbitrary type `ι`; a buffer B and a partition S are both of type `Finset ι`.

In Lean 4 with Mathlib:

```lean
import Mathlib

open Finset

namespace PermutedAdaptivePartitioning

noncomputable section

variable {ι : Type*} [DecidableEq ι]
```

## Weights, energy and increments

Write P(S) = ∏_{i∈S} p_i, with P(∅) = 1. The weight of a partition S ⊆ B is

w_B(S) = P(S) ∏_{i∈B\S} (1 − p_i).

```lean
/-- Weight of the partition in which the groups `S` of the buffer `B` are treated at the high
level and the groups of `B` outside `S` at the low level. -/
def weight (B : Finset ι) (p : ι → ℝ) (S : Finset ι) : ℝ :=
  (∏ i ∈ S, p i) * ∏ i ∈ B \ S, (1 - p i)
```

The adaptive energy averages over all partitions:

A_B[E] = Σ_{S⊆B} w_B(S) E(S).

```lean
/-- Adaptive energy: the weighted sum of the partition energies `E S` over all subsets `S` of
the buffer `B`. -/
def energy (B : Finset ι) (p : ι → ℝ) (E : Finset ι → ℝ) : ℝ :=
  ∑ S ∈ B.powerset, weight B p S * E S
```

The increment is defined from the partition energies alone, without smoothing values:

D(S) = Σ_{T⊆S} (−1)^|S\T| E(T).

Thus D({i}) = E({i}) − E(∅), and for two distinct groups D({i,j}) = E({i,j}) − E({i}) − E({j}) + E(∅).

```lean
/-- Many-body increment of the set `S` of groups: the alternating sum of the partition energies
of its subsets. -/
def increment (E : Finset ι → ℝ) (S : Finset ι) : ℝ :=
  ∑ T ∈ S.powerset, (-1) ^ (S \ T).card * E T
```

## Nonnegative weights that sum to one

When a group j ∉ B joins both the buffer and the high-level set, the low-level set is unchanged:

(B ∪ {j}) \ (S ∪ {j}) = B \ S.

The proof checks membership element by element.

```lean
/-- A group `j` outside `B`, added both to `B` and to the high-level set `S`, leaves the set of
low-level groups unchanged. -/
theorem low_level_insert {B : Finset ι} {j : ι} (hj : j ∉ B) (S : Finset ι) :
    insert j B \ insert j S = B \ S := by
  ext a
  simp only [mem_sdiff, mem_insert]
  constructor
  · rintro ⟨h1, h2⟩
    tauto
  · rintro ⟨h1, h2⟩
    have : a ≠ j := by
      rintro rfl
      exact hj h1
    tauto
```

If 0 ≤ p_i ≤ 1 throughout B, every factor p_i and 1 − p_i is nonnegative, and so is their product.

```lean
/-- If every smoothing value in the buffer lies between 0 and 1, the weight of each partition
of the buffer is nonnegative. -/
theorem weight_nonneg {B S : Finset ι} {p : ι → ℝ} (hp : ∀ i ∈ B, 0 ≤ p i ∧ p i ≤ 1)
    (hS : S ⊆ B) : 0 ≤ weight B p S :=
  mul_nonneg (prod_nonneg fun i hi => (hp i (hS hi)).1)
    (prod_nonneg fun i hi => sub_nonneg.2 (hp i (mem_sdiff.1 hi).1).2)
```

For T ⊆ B, set q_i = 0 if i ∈ T and q_i = 1 − p_i otherwise. Expanding a product over B gives

∏_{i∈B} (p_i + q_i) = Σ_{S⊆B} P(S) ∏_{i∈B\S} q_i.

On the left, groups in T contribute p_i and all others contribute 1, which leaves P(T). On the right, a term vanishes unless T ⊆ S, and the surviving terms are the weights. Hence

Σ_{T⊆S⊆B} w_B(S) = P(T).

Taking T = ∅ gives total weight 1, for any real p_i. In the proof, `key` is the expansion and `hl` evaluates its left side.

```lean
/-- The partitions that treat all groups of `T ⊆ B` at the high level have total weight equal
to the product of the smoothing values over `T`. -/
theorem sum_weight_superset (p : ι → ℝ) {B T : Finset ι} (hT : T ⊆ B) :
    ∑ S ∈ B.powerset with T ⊆ S, weight B p S = ∏ i ∈ T, p i := by
  -- expand a product in which the groups of `T` have no low-level term
  have key := Finset.prod_add p (fun i => if i ∈ T then (0 : ℝ) else 1 - p i) B
  have hl : ∏ i ∈ B, (p i + if i ∈ T then (0 : ℝ) else 1 - p i) = ∏ i ∈ T, p i := by
    refine (Finset.prod_subset hT ?_).symm.trans (Finset.prod_congr rfl ?_)
    · intro i _ hi
      simp [hi]
    · intro i hi
      simp [hi]
  rw [Finset.sum_filter]
  refine Eq.trans ?_ (key.symm.trans hl)
  refine Finset.sum_congr rfl fun S _ => ?_
  by_cases h : T ⊆ S
  · rw [if_pos h]
    unfold weight
    congr 1
    refine Finset.prod_congr rfl fun i hi => ?_
    have hiT : i ∉ T := fun h' => (mem_sdiff.1 hi).2 (h h')
    simp [hiT]
  · rw [if_neg h]
    obtain ⟨i, hiT, hiS⟩ := Finset.not_subset.1 h
    have hz : ∏ k ∈ B \ S, (if k ∈ T then (0 : ℝ) else 1 - p k) = 0 :=
      Finset.prod_eq_zero (mem_sdiff.2 ⟨hT hiT, hiS⟩) (by simp [hiT])
    exact (mul_eq_zero_of_right _ hz).symm
```

## Adding one group at a time

Let j ∉ B and E_j(S) = E(S ∪ {j}). Each subset of B ∪ {j} is either S or S ∪ {j} with S ⊆ B; their weights are (1 − p_j) w_B(S) and p_j w_B(S). Therefore

A_{B∪{j}}[E] = (1 − p_j) A_B[E] + p_j A_B[E_j].

`Finset.sum_powerset_insert` makes this split.

```lean
/-- A new buffer group `j` interpolates linearly between the adaptive energy with `j` at the low
level and the adaptive energy with `j` at the high level. -/
theorem energy_insert (p : ι → ℝ) (E : Finset ι → ℝ) {B : Finset ι} {j : ι} (hj : j ∉ B) :
    energy (insert j B) p E =
      (1 - p j) * energy B p E + p j * energy B p (fun S => E (insert j S)) := by
  unfold energy
  rw [Finset.sum_powerset_insert hj, Finset.mul_sum, Finset.mul_sum]
  congr 1
  · refine Finset.sum_congr rfl fun S hS => ?_
    have hjS : j ∉ S := fun h => hj (mem_powerset.1 hS h)
    have hjd : j ∉ B \ S := fun h => hj (mem_sdiff.1 h).1
    unfold weight
    rw [Finset.insert_sdiff_of_notMem _ hjS, Finset.prod_insert hjd]
    ring
  · refine Finset.sum_congr rfl fun S hS => ?_
    have hjS : j ∉ S := fun h => hj (mem_powerset.1 hS h)
    unfold weight
    rw [low_level_insert hj, Finset.prod_insert hjS]
    ring
```

Let D_j be the increment computed from E_j. For j ∉ S, the same split gives

D(S ∪ {j}) = Σ_{T⊆S} (−1)^|S\T| [E(T ∪ {j}) − E(T)] = D_j(S) − D(S).

The minus sign arises because S ∪ {j} has one more element outside T.

```lean
/-- The increment of `S` with a further group `j` is the change in the increment of `S` when `j`
goes from the low to the high level. -/
theorem increment_insert (E : Finset ι → ℝ) {S : Finset ι} {j : ι} (hj : j ∉ S) :
    increment E (insert j S) = increment (fun T => E (insert j T)) S - increment E S := by
  unfold increment
  rw [Finset.sum_powerset_insert hj, ← Finset.sum_add_distrib, ← Finset.sum_sub_distrib]
  refine Finset.sum_congr rfl fun T hT => ?_
  have hjT : j ∉ T := fun h => hj (mem_powerset.1 hT h)
  have hjd : j ∉ S \ T := fun h => hj (mem_sdiff.1 h).1
  rw [low_level_insert hj, Finset.insert_sdiff_of_notMem _ hjT,
    Finset.card_insert_of_notMem hjd, pow_succ]
  ring
```

The increments add up to the partition energy. For S = ∅ the sum is D(∅) = E(∅). If the claim holds on S for every energy function, then

Σ_{T⊆S∪{j}} D(T) = Σ_{T⊆S} D(T) + Σ_{T⊆S} [D_j(T) − D(T)]
= E(S) + [E(S ∪ {j}) − E(S)] = E(S ∪ {j}).

`generalizing E` lets the induction hypothesis apply to E_j as well.

```lean
/-- The energy of a partition is the sum of the increments of all subsets of its high-level
groups. -/
theorem sum_increment (E : Finset ι → ℝ) (S : Finset ι) :
    ∑ T ∈ S.powerset, increment E T = E S := by
  induction S using Finset.induction_on generalizing E with
  | empty => simp [increment]
  | insert j S hj ih =>
    have h : ∑ T ∈ S.powerset, increment E (insert j T) = E (insert j S) - E S := by
      rw [← ih E, ← ih (fun T => E (insert j T)), ← Finset.sum_sub_distrib]
      exact Finset.sum_congr rfl fun T hT =>
        increment_insert E fun h => hj (mem_powerset.1 hT h)
    rw [Finset.sum_powerset_insert hj, h, ih E]
    ring
```

## The expansion in smoothing values

The main identity, valid for all real p_i, is

A_B[E] = Σ_{S⊆B} D(S) P(S).

For an empty buffer both sides are E(∅). Adding j and applying the induction hypothesis to E and E_j gives

A_{B∪{j}}[E] = (1 − p_j) Σ_{S⊆B} D(S) P(S) + p_j Σ_{S⊆B} D_j(S) P(S)
= Σ_{S⊆B} D(S) P(S) + Σ_{S⊆B} [D_j(S) − D(S)] p_j P(S).

The last sum is the contribution of the sets S ∪ {j}, recorded as `h` in the proof.

```lean
/-- Many-body form of permuted adaptive partitioning: the adaptive energy is the sum over all
sets of buffer groups of the increment times the product of the smoothing values. -/
theorem energy_eq_sum_increment (B : Finset ι) (p : ι → ℝ) (E : Finset ι → ℝ) :
    energy B p E = ∑ S ∈ B.powerset, increment E S * ∏ i ∈ S, p i := by
  induction B using Finset.induction_on generalizing E with
  | empty => simp [energy, weight, increment]
  | insert j B hj ih =>
    -- the sets that contain `j` carry the change caused by `j`
    have h : ∑ S ∈ B.powerset, increment E (insert j S) * ∏ i ∈ insert j S, p i =
        p j * ∑ S ∈ B.powerset, increment (fun T => E (insert j T)) S * ∏ i ∈ S, p i -
          p j * ∑ S ∈ B.powerset, increment E S * ∏ i ∈ S, p i := by
      rw [Finset.mul_sum, Finset.mul_sum, ← Finset.sum_sub_distrib]
      refine Finset.sum_congr rfl fun S hS => ?_
      have hjS : j ∉ S := fun h => hj (mem_powerset.1 hS h)
      rw [increment_insert E hjS, Finset.prod_insert hjS]
      ring
    rw [energy_insert p E hj, ih E, ih (fun S => E (insert j S)),
      Finset.sum_powerset_insert hj, h]
    ring
```

Take B = {1,2}, p_1 = 0.5, p_2 = 0.2, and energies 10, 6, 7, 4 for ∅, {1}, {2}, {1,2}, in arbitrary units. The weights are 0.4, 0.4, 0.1, 0.1, so

A = 4 + 2.4 + 0.7 + 0.4 = 7.5.

The increments are 10, −4, −3, 1, and the expansion gives

A = 10 − 4(0.5) − 3(0.2) + 1(0.1) = 7.5.

## Bounds, buffer boundaries and derivatives

If 0 ≤ p_i ≤ 1 on B and a ≤ E(S) ≤ b for every S ⊆ B, normalisation and nonnegative weights give

a = Σ_{S⊆B} w_B(S) a ≤ A_B[E] ≤ Σ_{S⊆B} w_B(S) b = b.

```lean
/-- If the smoothing values in the buffer lie between 0 and 1, the adaptive energy stays within
any bounds that hold for all partition energies. -/
theorem energy_mem_bounds {B : Finset ι} {p : ι → ℝ} {E : Finset ι → ℝ} {a b : ℝ}
    (hp : ∀ i ∈ B, 0 ≤ p i ∧ p i ≤ 1) (hE : ∀ S ⊆ B, a ≤ E S ∧ E S ≤ b) :
    a ≤ energy B p E ∧ energy B p E ≤ b := by
  have h1 : ∑ S ∈ B.powerset, weight B p S = 1 := by
    simpa using sum_weight_superset p (Finset.empty_subset B)
  have hc : ∀ c : ℝ, ∑ S ∈ B.powerset, weight B p S * c = c := fun c => by
    rw [← Finset.sum_mul, h1, one_mul]
  constructor
  · rw [← hc a]
    exact Finset.sum_le_sum fun S hS => mul_le_mul_of_nonneg_left
      (hE S (mem_powerset.1 hS)).1 (weight_nonneg hp (mem_powerset.1 hS))
  · rw [← hc b]
    exact Finset.sum_le_sum fun S hS => mul_le_mul_of_nonneg_left
      (hE S (mem_powerset.1 hS)).2 (weight_nonneg hp (mem_powerset.1 hS))
```

Setting p_j = 0 in the interpolation formula leaves A_B[E]; setting p_j = 1 leaves A_B[E_j]. Group j can therefore be reassigned to the low or high level, respectively, without an energy jump.

```lean
/-- A group leaves the buffer without an energy jump: at smoothing value 0 it can be assigned to
the low level, and at smoothing value 1 to the high level. -/
theorem energy_boundary (p : ι → ℝ) (E : Finset ι → ℝ) {B : Finset ι} {j : ι} (hj : j ∉ B) :
    (p j = 0 → energy (insert j B) p E = energy B p E) ∧
      (p j = 1 → energy (insert j B) p E = energy B p (fun S => E (insert j S))) := by
  constructor <;> intro h <;> rw [energy_insert p E hj, h] <;> ring
```

With the other smoothing values and all partition energies fixed, A_{B∪{j}}[E] is affine in p_j:

∂A_{B∪{j}}[E]/∂p_j = A_B[E_j] − A_B[E].

`Function.update p j t` varies only p_j, and `hu` records that the energies of the remaining buffer do not change. In a simulation where p_j depends differentiably on position, the chain rule multiplies this difference by −∇p_j to give the transition force from group j's smoothing value; the theorem covers the derivative in p_j alone.

```lean
/-- The derivative of the adaptive energy in the smoothing value of group `j` is the difference
between the adaptive energies with `j` at the high level and with `j` at the low level. -/
theorem hasDerivAt_energy (p : ι → ℝ) (E : Finset ι → ℝ) {B : Finset ι} {j : ι} (hj : j ∉ B)
    (x : ℝ) :
    HasDerivAt (fun t => energy (insert j B) (Function.update p j t) E)
      (energy B p (fun S => E (insert j S)) - energy B p E) x := by
  -- the energies of the remaining buffer do not depend on the value at `j`
  have hu : ∀ (t : ℝ) (F : Finset ι → ℝ),
      energy B (Function.update p j t) F = energy B p F := by
    intro t F
    have hne : ∀ i ∈ B, Function.update p j t i = p i := by
      intro i hi
      have hij : i ≠ j := by
        intro h
        rw [h] at hi
        exact hj hi
      exact Function.update_of_ne hij t p
    refine Finset.sum_congr rfl fun S hS => ?_
    unfold weight
    rw [Finset.prod_congr rfl fun i hi => hne i (mem_powerset.1 hS hi),
      Finset.prod_congr rfl fun i hi => congrArg (1 - ·) (hne i (mem_sdiff.1 hi).1)]
  have hf : (fun t => energy (insert j B) (Function.update p j t) E) = fun t =>
      t * (energy B p (fun S => E (insert j S)) - energy B p E) + energy B p E := by
    funext t
    rw [energy_insert _ E hj, hu, hu, Function.update_self]
    ring
  rw [hf]
  simpa using ((hasDerivAt_id x).mul_const
    (energy B p (fun S => E (insert j S)) - energy B p E)).add_const (energy B p E)

end

end PermutedAdaptivePartitioning
```

```lean
#print axioms PermutedAdaptivePartitioning.energy_eq_sum_increment
#print axioms PermutedAdaptivePartitioning.energy_mem_bounds
#print axioms PermutedAdaptivePartitioning.energy_boundary
#print axioms PermutedAdaptivePartitioning.hasDerivAt_energy
```

```
'PermutedAdaptivePartitioning.energy_eq_sum_increment' depends on axioms: [propext, Classical.choice, Quot.sound]
'PermutedAdaptivePartitioning.energy_mem_bounds' depends on axioms: [propext, Classical.choice, Quot.sound]
'PermutedAdaptivePartitioning.energy_boundary' depends on axioms: [propext, Classical.choice, Quot.sound]
'PermutedAdaptivePartitioning.hasDerivAt_energy' depends on axioms: [propext, Classical.choice, Quot.sound]
```
